# The finite-momentum f-sum rule as a double-commutator identity

Suppose a calculation has produced the dynamic structure factor $S(q,\omega)$ of $N$ particles of mass $m$, and its overall scale or its frequency cutoff is in doubt. A practical check is to integrate $\omega\,S(q,\omega)$ over frequency and compare the result with $Nq^2/2m$, in units with $\hbar=1$. Here $S(q,\omega)=\sum_n|\langle n|\sum_je^{iqx_j}|\psi\rangle|^2\,\delta(\omega-\varepsilon_n+\varepsilon)$, without division by $N$, where $\psi$ is a normalised eigenstate with energy $\varepsilon$ and $n$ runs over all eigenstates, with energies $\varepsilon_n$. When the Hamiltonian and the state are both symmetric under inversion or both symmetric under time reversal, the kinetic energy is quadratic and the potential commutes with the density, that target value needs no knowledge of the interaction. It rests on a double commutator, which is derived here for particles that may have different masses.

## Kicking one particle at a time

Let particle $j$ have momentum $p_j$ along the direction of the momentum transfer $q$, mass $m_j\neq0$ and kinetic energy $T_j=p_j^2/2m_j$. The kick $E_j$, which is $e^{iqx_j}$ for a particle with coordinate $x_j$, raises its momentum by $q$:
$$p_jE_j=E_j(p_j+q).$$
The kicks are invertible and commute with each other, and $p_j$ commutes with $E_k$ for $k\neq j$. The Hamiltonian is $H=\sum_jT_j+V$, where $V$ commutes with every kick. With the densities $\rho=\sum_jE_j$ and $\rho^-=\sum_jE_j^{-1}$, the claim is
$$[\rho^-,[H,\rho]]=\sum_j\frac{q^2}{m_j}.$$

First move $p_j^2$ through the kick, one factor at a time:
$$p_j^2E_j=p_j(E_jp_j+qE_j)=(E_jp_j+qE_j)p_j+q(E_jp_j+qE_j)=E_jp_j^2+2qE_jp_j+q^2E_j.$$
Subtracting $E_jp_j^2$ and dividing by $2m_j$ gives the current term of particle $j$,
$$[T_j,E_j]=J_j,\qquad J_j=\frac{q}{m_j}E_jp_j+\frac{q^2}{2m_j}E_j.$$

Next fix a kick $E_k$. It commutes with $V$ and with $T_j$ for every $j\neq k$, so $[H,E_k]=[T_k,E_k]=J_k$. Summing over $k$ gives $[H,\rho]=\sum_kJ_k$.

It remains to commute $\rho^-$ with one current term $J_j$. For $k\neq j$, multiplying $E_kp_j=p_jE_k$ by $E_k^{-1}$ from both sides shows that $E_k^{-1}$ commutes with $p_j$. In the same way it commutes with $E_j$, and hence with $J_j$. Only $k=j$ is left, and there
$$E_j^{-1}J_j=\frac{q}{m_j}p_j+\frac{q^2}{2m_j}.$$
For the other order, $E_jp_jE_j^{-1}=(p_jE_j-qE_j)E_j^{-1}=p_j-q$, so
$$J_jE_j^{-1}=\frac{q}{m_j}(p_j-q)+\frac{q^2}{2m_j}.$$
The difference is the number $q^2/m_j$. Summing over $j$ proves the claim, and equal masses $m$ give $Nq^2/m$.

To reach the frequency integral, take the expectation value in a normalised eigenstate of $H$ with energy $\varepsilon$. Expanding the commutators gives
$$\langle\rho^-(H-\varepsilon)\rho\rangle+\langle\rho(H-\varepsilon)\rho^-\rangle=\sum_j\frac{q^2}{m_j}.$$
The two terms are the first frequency moments for transfers $q$ and $-q$. When symmetry makes them equal, each is half the right-hand side, which for equal masses is the target value quoted at the start. The Lean theorems below concern the operator identity and contain no expectation values or frequency integrals.

## Two free particles with different masses

Take $V=0$, $q=2$, $m_1=1$ and $m_2=2$, and a normalised plane wave with momenta $(2,0)$. Its energy is $\varepsilon=2^2/2+0=2$.

- Kicking particle 1 up changes its energy from $2$ to $4^2/2=8$, a change of $6$. Kicking particle 2 up changes its energy from $0$ to $2^2/4=1$, a change of $1$. The first moment is $7$.
- Kicking particle 1 down takes its energy from $2$ to $0$, a change of $-2$. Kicking particle 2 down gives $+1$. The second moment is $-1$.

Cross terms, with one particle kicked up and the other down, lead to an orthogonal plane wave and contribute nothing. The total is $7-1=6$, which agrees with $q^2/m_1+q^2/m_2=4+2$. The two moments differ by $2q\sum_jp_j/m_j=8$, because the velocities $p_j/m_j$ of this state do not add up to zero. The sum rule fixes only the sum of the moments.

## Particles, kicks and the potential in Lean

The operators are elements of an arbitrary complex algebra `A`, and the particles are labelled by a type `ι`, which is taken to be finite wherever a sum appears.

```lean
import Mathlib

namespace FiniteMomentumSumRule

noncomputable section

variable {ι A : Type*} [Ring A] [Algebra ℂ A]
```

The commutator has the usual sign, $[a,b]=ab-ba$.

```lean
/-- The commutator of two operators. -/
def comm (a b : A) : A := a * b - b * a
```

The physical assumptions are gathered in one structure. The type `Aˣ` consists of the invertible elements of `A`, so each kick comes with its inverse.

```lean
/-- Particles with momenta `p j`, kinetic energies `T j` and masses `m j`; the kick `E j` raises
the momentum of particle `j` by `q`, and the potential `V` commutes with all kicks. -/
structure IsKickSystem (p T : ι → A) (E : ι → Aˣ) (V : A) (m : ι → ℂ) (q : ℂ) : Prop where
  mass_ne : ∀ j, m j ≠ 0
  kinetic : ∀ j, (2 * m j) • T j = p j ^ 2
  boost : ∀ j, p j * (E j : A) = (E j : A) * (p j + q • (1 : A))
  comm_p : ∀ j k, j ≠ k → Commute (p j) (E k : A)
  comm_E : ∀ j k, Commute (E j : A) (E k : A)
  comm_V : ∀ j, Commute V (E j : A)
```

The field `kinetic` postulates the quadratic dispersion of a nonrelativistic particle, in the form $2m_jT_j=p_j^2$. With `mass_ne` it determines $T_j$. The field `boost` is the canonical commutation relation in exponentiated form, with `q • (1 : A)` as the number $q$ read as an operator. The fields `comm_p` and `comm_E` say that kicks act on separate particles independently.

The field `comm_V` holds for any potential that depends on positions only. It generally fails for nonlocal pseudopotentials and for a Fock exchange operator held fixed in $H$, which then add their own double commutator to the sum rule. In three dimensions, the kinetic energy transverse to the momentum transfer commutes with the kicks and can be counted as part of `V`.

Neither Hermiticity nor unitarity is assumed: `q` and the masses may be complex, and the momenta need not commute with one another. Matrices of finite, nonzero size, however, can satisfy `boost` only for $q=0$, because $E_j^{-1}p_jE_j=p_j+q$ and similar matrices have equal traces. A calculation in a truncated basis therefore lies beyond these assumptions at nonzero $q$, and a deviation from the sum rule can reveal basis error, although a small deviation does not prove that the basis is adequate.

The Hamiltonian, the two densities and the current term are those of the derivation.

```lean
/-- The Hamiltonian: total kinetic energy plus potential. -/
def hamiltonian [Fintype ι] (T : ι → A) (V : A) : A := ∑ j, T j + V

/-- The density operator at momentum transfer `q`, the sum of all kicks. -/
def density [Fintype ι] (E : ι → Aˣ) : A := ∑ j, (E j : A)

/-- The density operator at the opposite momentum transfer, the sum of all inverse kicks. -/
def densityInv [Fintype ι] (E : ι → Aˣ) : A := ∑ j, (((E j)⁻¹ : Aˣ) : A)

/-- The current term of particle `j`, for nonzero mass `m j`. -/
def current (p : ι → A) (E : ι → Aˣ) (m : ι → ℂ) (q : ℂ) (j : ι) : A :=
  (q / m j) • ((E j : A) * p j) + (q ^ 2 / (2 * m j)) • (E j : A)
```

## From the current to the sum rule

The first lemma solves the postulate `kinetic` for $T_j$, which is where the nonzero mass enters.

```lean
variable {p T : ι → A} {E : ι → Aˣ} {V : A} {m : ι → ℂ} {q : ℂ}

/-- The kinetic energy of a particle is its squared momentum divided by twice its mass. -/
theorem kinetic_eq (S : IsKickSystem p T E V m q) (j : ι) :
    T j = (2 * m j)⁻¹ • p j ^ 2 := by
  rw [← S.kinetic j, smul_smul,
    inv_mul_cancel₀ (mul_ne_zero two_ne_zero (S.mass_ne j)), one_smul]
```

The next lemma is $[T_j,E_j]=J_j$. In its proof, `h1` is the relation $p_jE_j=E_jp_j+qE_j$, and `h2` applies it twice to carry $p_j^2$ through the kick. The tactic `module` collects the scalar coefficients.

```lean
/-- The commutator of a particle's kinetic energy with its own kick is its current term. -/
theorem kinetic_kick (S : IsKickSystem p T E V m q) (j : ι) :
    comm (T j) (E j : A) = current p E m q j := by
  have h1 : p j * (E j : A) = (E j : A) * p j + q • (E j : A) := by
    rw [S.boost j, mul_add, mul_smul_comm, mul_one]
  -- move the squared momentum through the kick
  have h2 : p j * p j * (E j : A) =
      (E j : A) * (p j * p j) + (2 * q) • ((E j : A) * p j) + q ^ 2 • (E j : A) := by
    rw [mul_assoc (p j) (p j) (E j : A), h1, mul_add, mul_smul_comm,
      ← mul_assoc (p j) (E j : A) (p j), h1, add_mul, smul_mul_assoc,
      mul_assoc (E j : A) (p j) (p j)]
    module
  rw [comm, current, kinetic_eq S j, pow_two (p j), smul_mul_assoc, h2, mul_smul_comm]
  module
```

For the whole Hamiltonian, the inner statement `one` is $[H,E_k]=J_k$ for a fixed kick. `Finset.sum_eq_single` keeps the kinetic term with $j=k$, while `comm_p` makes the others vanish. The potential is moved past the kick by `comm_V`, and `abel` cancels it. The last two lines sum over $k$.

```lean
/-- The commutator of the Hamiltonian with the density is the sum of the current terms. -/
theorem density_continuity [Fintype ι] (S : IsKickSystem p T E V m q) :
    comm (hamiltonian T V) (density E) = ∑ j, current p E m q j := by
  have one : ∀ k, hamiltonian T V * (E k : A) - (E k : A) * hamiltonian T V
      = current p E m q k := by
    intro k
    -- only the kinetic energy of particle k feels the kick of particle k
    have hs : ∑ j, (T j * (E k : A) - (E k : A) * T j) = current p E m q k := by
      rw [Finset.sum_eq_single k]
      · exact kinetic_kick S k
      · intro j _ hj
        have hc : Commute (T j) (E k : A) := by
          rw [kinetic_eq S j]
          exact ((S.comm_p j k hj).pow_left 2).smul_left _
        rw [hc.eq, sub_self]
      · intro h
        exact absurd (Finset.mem_univ k) h
    rw [← hs, Finset.sum_sub_distrib, ← Finset.sum_mul, ← Finset.mul_sum, hamiltonian,
      add_mul, mul_add, (S.comm_V k).eq]
    abel
  rw [comm, density, Finset.mul_sum, Finset.sum_mul, ← Finset.sum_sub_distrib]
  exact Finset.sum_congr rfl fun k _ => one k
```

The outer commutator is taken with one current term at a time. Again a single term survives, this time from the sum in $\rho^-$. For it, `h1` is $E_j^{-1}E_jp_j=p_j$ and `h2` is $E_jp_jE_j^{-1}=p_j-q$. The second bullet shows that an inverse kick of any other particle commutes with $J_j$.

```lean
/-- The commutator of the opposite density with one current term is the number `q² / m j`. -/
theorem current_response [Fintype ι] (S : IsKickSystem p T E V m q) (j : ι) :
    comm (densityInv E) (current p E m q j) = (q ^ 2 / m j) • (1 : A) := by
  rw [comm, densityInv, Finset.sum_mul, Finset.mul_sum, ← Finset.sum_sub_distrib,
    Finset.sum_eq_single j]
  · have h1 : (((E j)⁻¹ : Aˣ) : A) * ((E j : A) * p j) = p j :=
      Units.inv_mul_cancel_left (E j) (p j)
    have h0 : (E j : A) * p j = p j * (E j : A) - q • (E j : A) := by
      rw [S.boost j, mul_add, mul_smul_comm, mul_one, add_sub_cancel_right]
    -- undoing the kick lowers the momentum by q
    have h2 : (E j : A) * p j * (((E j)⁻¹ : Aˣ) : A) = p j - q • (1 : A) := by
      rw [h0, sub_mul, smul_mul_assoc, Units.mul_inv, Units.mul_inv_cancel_right]
    simp only [current, mul_add, add_mul, mul_smul_comm, smul_mul_assoc, h1, h2,
      Units.inv_mul, Units.mul_inv]
    module
  · intro k _ hk
    have hE : Commute (((E k)⁻¹ : Aˣ) : A) (E j : A) := (S.comm_E k j).units_inv_left
    have hp : Commute (((E k)⁻¹ : Aˣ) : A) (p j) :=
      (S.comm_p j k hk.symm).symm.units_inv_left
    have hc : Commute (((E k)⁻¹ : Aˣ) : A) (current p E m q j) :=
      ((hE.mul_right hp).smul_right _).add_right (hE.smul_right _)
    rw [hc.eq, sub_self]
  · intro h
    exact absurd (Finset.mem_univ j) h
```

The sum rule follows by inserting $[H,\rho]=\sum_jJ_j$ and adding the single-particle results. The right-hand side is a number times the identity operator, so its expectation value is the same in every normalised state.

```lean
/-- The f-sum rule at finite momentum transfer: the double commutator of the Hamiltonian with
the two opposite densities is the sum of `q² / m j` over the particles. -/
theorem f_sum_rule [Fintype ι] (S : IsKickSystem p T E V m q) :
    comm (densityInv E) (comm (hamiltonian T V) (density E)) =
      (∑ j, q ^ 2 / m j) • (1 : A) := by
  rw [density_continuity S, comm, Finset.mul_sum, Finset.sum_mul,
    ← Finset.sum_sub_distrib, Finset.sum_smul]
  exact Finset.sum_congr rfl fun j _ => current_response S j
```

When all masses equal `μ`, the sum has `Fintype.card ι` equal terms, and this cardinality is the particle number $N$.

```lean
/-- For `N` particles of equal mass `μ` the double commutator is `N q² / μ`. -/
theorem f_sum_rule_equal_mass [Fintype ι] {μ : ℂ}
    (S : IsKickSystem p T E V (fun _ => μ) q) :
    comm (densityInv E) (comm (hamiltonian T V) (density E)) =
      ((Fintype.card ι : ℂ) * q ^ 2 / μ) • (1 : A) := by
  rw [f_sum_rule S]
  simp only [Finset.sum_const, Finset.card_univ, nsmul_eq_mul, mul_div_assoc]
```

## An interacting system on integer momentum labels

The assumptions are met by a concrete system. Its wave functions assign a complex number to each list of integers $n_j$, where particle $j$ has momentum $qn_j$. For real nonzero $q$ these are the momenta of particles on a ring of length $2\pi/|q|$. All functions are admitted, normalisable or not, so multiplication by an unbounded momentum is defined everywhere.

```lean
/-- Operators on wave functions of integer momentum labels, one label per particle. -/
abbrev Op (ι : Type*) := Module.End ℂ ((ι → ℤ) → ℂ)
```

Momenta and kinetic energies act by multiplication.

```lean
/-- Multiplication of the wave function by a function `g` of the momentum labels. -/
def diagOp (g : (ι → ℤ) → ℂ) : Op ι where
  toFun f := fun n => g n * f n
  map_add' f h := by
    funext n
    simp only [Pi.add_apply, mul_add]
  map_smul' c f := by
    funext n
    simp only [Pi.smul_apply, smul_eq_mul, RingHom.id_apply]
    ring
```

A kick moves the wave function up by one unit in the label of particle $j$. Its value at $n$ is therefore the old value at $n$ with $n_j$ lowered by one.

```lean
/-- The shift of the momentum label of particle `j` by one unit. -/
def kickOp [DecidableEq ι] (j : ι) : (Op ι)ˣ where
  val := LinearMap.funLeft ℂ ℂ (fun n => n - Pi.single j 1)
  inv := LinearMap.funLeft ℂ ℂ (fun n => n + Pi.single j 1)
  val_inv := by
    refine LinearMap.ext fun f => funext fun n => ?_
    simp only [Module.End.mul_apply, LinearMap.funLeft_apply, sub_add_cancel,
      Module.End.one_apply]
  inv_val := by
    refine LinearMap.ext fun f => funext fun n => ?_
    simp only [Module.End.mul_apply, LinearMap.funLeft_apply, add_sub_cancel_right,
      Module.End.one_apply]
```

The potential is $\sum_{i,j}E_iE_j^{-1}$. In position language this is $N+2\sum_{i<j}\cos q(x_i-x_j)$, a pair interaction as soon as there are two particles.

```lean
/-- Label multiplication and label shifts, with the pair interaction `∑ E i (E j)⁻¹`, form a
kick system for all nonzero masses and every `q`. -/
theorem interacting_witness [Fintype ι] [DecidableEq ι] (hm : ∀ j, m j ≠ 0) :
    IsKickSystem (fun j : ι => diagOp fun n => q * (n j : ℂ))
      (fun j : ι => diagOp fun n => (q * (n j : ℂ)) ^ 2 / (2 * m j)) kickOp
      (∑ i : ι, ∑ j : ι, (kickOp i : Op ι) * (((kickOp j)⁻¹ : (Op ι)ˣ) : Op ι)) m q := by
  have hd : ∀ (g f : (ι → ℤ) → ℂ) (n : ι → ℤ), diagOp g f n = g n * f n :=
    fun _ _ _ => rfl
  have hk : ∀ (k : ι) (f : (ι → ℤ) → ℂ) (n : ι → ℤ),
      (kickOp k : Op ι) f n = f (n - Pi.single k 1) := fun _ _ _ => rfl
  -- shifts of different labels can be done in either order
  have hE : ∀ j k : ι, Commute (kickOp j : Op ι) (kickOp k : Op ι) := by
    intro j k
    refine (commute_iff_eq _ _).2 (LinearMap.ext fun f => funext fun n => ?_)
    simp only [Module.End.mul_apply, hk]
    rw [sub_right_comm]
  refine ⟨hm, fun j => ?_, fun j => ?_, fun j k hjk => ?_, hE, fun k => ?_⟩
  · refine LinearMap.ext fun f => funext fun n => ?_
    have h := hm j
    simp only [pow_two, LinearMap.smul_apply, Pi.smul_apply, smul_eq_mul,
      Module.End.mul_apply, hd]
    field_simp
  · refine LinearMap.ext fun f => funext fun n => ?_
    simp only [Module.End.mul_apply, LinearMap.add_apply, Pi.add_apply, LinearMap.smul_apply,
      Pi.smul_apply, smul_eq_mul, Module.End.one_apply, hd, hk, Pi.sub_apply,
      Pi.single_eq_same]
    push_cast
    ring
  · refine (commute_iff_eq _ _).2 (LinearMap.ext fun f => funext fun n => ?_)
    simp only [Module.End.mul_apply, hd, hk, Pi.sub_apply, Pi.single_eq_of_ne hjk, sub_zero]
  · exact Commute.sum_left _ _ _ fun i _ => Commute.sum_left _ _ _ fun j _ =>
      (hE i k).mul_left (hE j k).units_inv_left

end

end FiniteMomentumSumRule
```

The proof checks the fields of `IsKickSystem` in turn, mostly by evaluating both sides on a wave function `f` at labels `n`. For `boost`, both sides reduce to $qn_j$ times the shifted wave function, since $q(n_j-1)+q=qn_j$. The potential commutes with every kick because it is built from kicks and their inverses.

```lean
#print axioms FiniteMomentumSumRule.f_sum_rule
#print axioms FiniteMomentumSumRule.f_sum_rule_equal_mass
```

```
'FiniteMomentumSumRule.f_sum_rule' depends on axioms: [propext, Classical.choice, Quot.sound]
'FiniteMomentumSumRule.f_sum_rule_equal_mass' depends on axioms: [propext, Classical.choice, Quot.sound]
```
